# Two orthogonalized plane waves with equal core overlap: their levels and their order

Diagonalize a Hamiltonian in two plane waves without regard to the core states, and a level that looks like a valence level may be a poor copy of the core. Take two orthonormal waves, each with mean energy $-5$, and let the coupling between them be $-3$. They give $-8$ for the symmetric combination and $-2$ for the antisymmetric one. In the three-level Hamiltonian at the end of this text, which has these matrix elements, the eigenvalues are $-9$, $-2$ and $0$. The lowest is a core state, and the symmetric valence level at $0$ lies above the antisymmetric one. The sign of the coupling gave the wrong order.

```lean
import Mathlib

open scoped InnerProductSpace

namespace OrthogonalizedPlaneWaves

noncomputable section

variable {W : Type*} [NormedAddCommGroup W] [InnerProductSpace ℂ W]
```

## Removing the core component

Let $c$ be a normalized core state, and let $\langle\cdot,\cdot\rangle$ be linear in its second argument. The orthogonalized plane wave (OPW) made from a wave $e$ is

$$\varphi = e-\langle c,e\rangle c,\qquad \langle c,\varphi\rangle=\langle c,e\rangle-\langle c,e\rangle\langle c,c\rangle=0 .$$

In Lean it is `opw c e`, and it is not renormalized.

```lean
/-- The orthogonalized plane wave: the wave `e` minus its component along the normalized core
state `c`. -/
def opw (c e : W) : W := e - ⟪c, e⟫_ℂ • c
```

## Levels as Rayleigh-Ritz energies

A level of the two-OPW problem is a real number $E$ for which some nonzero $\psi$ in the span satisfies $\langle\varphi,H\psi\rangle=E\langle\varphi,\psi\rangle$ for every $\varphi$ in the span. This is the generalized eigenvalue problem with an overlap matrix. The definition contains no level formula.

```lean
/-- `ψ` is a Rayleigh-Ritz state of energy `E` in the span of `u` and `v`: it is a nonzero vector
of the span, and `H ψ - E ψ` is orthogonal to the span. -/
def IsRitzState (H : W →ₗ[ℂ] W) (u v ψ : W) (E : ℝ) : Prop :=
  ψ ∈ Submodule.span ℂ {u, v} ∧ ψ ≠ 0 ∧
    ∀ φ ∈ Submodule.span ℂ {u, v}, ⟪φ, H ψ⟫_ℂ = E * ⟪φ, ψ⟫_ℂ
```

## Two equivalent waves and one core state

The waves $e_1,e_2$ are orthonormal, with

$$\langle e_i,He_i\rangle=T,\quad \langle e_1,He_2\rangle=V,\quad Hc=E_c c,\quad \langle c,e_i\rangle=b,\quad 2b^2<1,$$

where $T,V,E_c,b$ are real. In a crystal this describes two waves with wavevectors $\pm\mathbf G/2$ at a zone boundary, $\mathbf G$ being a reciprocal lattice vector, and an even core state at an inversion centre. $T$ is the mean of the full one-electron $H$, not only of the kinetic energy.

`TwoWaves` collects these conditions. The space `W` is any complex inner product space, and the symmetric map `H` is defined on all of it. The model has a single core state, taken as an exact eigenstate of `H`; a core orbital carried over from a free atom satisfies this only approximately.

```lean
/-- Two orthonormal waves of equal mean energy `T` and real coupling `V` under a Hermitian `H`,
and a unit core eigenstate `c` of energy `Ec` with real overlap `b` on each, `2 b² < 1`. -/
structure TwoWaves (H : W →ₗ[ℂ] W) (e₁ e₂ c : W) (T V Ec b : ℝ) : Prop where
  hermitian : H.IsSymmetric
  unit₁ : ⟪e₁, e₁⟫_ℂ = 1
  unit₂ : ⟪e₂, e₂⟫_ℂ = 1
  orth : ⟪e₁, e₂⟫_ℂ = 0
  energy₁ : ⟪e₁, H e₁⟫_ℂ = (T : ℂ)
  energy₂ : ⟪e₂, H e₂⟫_ℂ = (T : ℂ)
  coupling : ⟪e₁, H e₂⟫_ℂ = (V : ℂ)
  core_unit : ⟪c, c⟫_ℂ = 1
  core_energy : H c = (Ec : ℂ) • c
  overlap₁ : ⟪c, e₁⟫_ℂ = (b : ℂ)
  overlap₂ : ⟪c, e₂⟫_ℂ = (b : ℂ)
  overlap_lt : 2 * b ^ 2 < 1
```

## The repulsive term

Let $\varphi_u,\varphi_v$ be the OPWs made from $u,v$. Since $H$ is Hermitian, $\langle c,Hv\rangle=E_c\langle c,v\rangle$. Each of the three core terms in $\langle\varphi_u,H\varphi_v\rangle$ is therefore $E_c\langle u,c\rangle\langle c,v\rangle$, with signs $-,-,+$:

$$\langle\varphi_u,H\varphi_v\rangle=\langle u,Hv\rangle-E_c\langle u,c\rangle\langle c,v\rangle,\qquad
\langle\varphi_u,\varphi_v\rangle=\langle u,v\rangle-\langle u,c\rangle\langle c,v\rangle .$$

Subtracting $E$ times the second from the first leaves the plain-wave element of $H-E$ plus $(E-E_c)\langle u,c\rangle\langle c,v\rangle$. For $E>E_c$ the added operator is repulsive. In this one-electron model with one core state, it is the energy-dependent term of a Phillips–Kleinman pseudopotential.

In the proof, `hcv` is the Hermiticity step; `simp only` expands the inner products and `ring` collects them.

```lean
/-- For Hermitian `H` with unit core eigenstate `c`, the matrix element of `H - E` between two
orthogonalized waves is that between the plain waves plus `(E - Ec) ⟨u,c⟩⟨c,v⟩`. -/
theorem opw_matrix_element {H : W →ₗ[ℂ] W} (hH : H.IsSymmetric) {c : W} {Ec : ℝ}
    (hc : ⟪c, c⟫_ℂ = 1) (hE : H c = (Ec : ℂ) • c) (u v : W) (E : ℝ) :
    ⟪opw c u, H (opw c v)⟫_ℂ - E * ⟪opw c u, opw c v⟫_ℂ
      = ⟪u, H v⟫_ℂ - E * ⟪u, v⟫_ℂ + (E - Ec) * ⟪u, c⟫_ℂ * ⟪c, v⟫_ℂ := by
  -- Hermiticity lets the core energy act to the left
  have hcv : ⟪c, H v⟫_ℂ = Ec * ⟪c, v⟫_ℂ := by
    rw [← hH c v, hE, inner_smul_left, Complex.conj_ofReal]
  simp only [opw, map_sub, map_smul, hE, inner_sub_left, inner_sub_right, inner_smul_left,
    inner_smul_right, inner_conj_symm, hcv, hc]
  ring
```

## Two secular equations

Put $\psi=x\varphi_1+y\varphi_2$ and project $(H-E)\psi$ on each OPW. With

$$A=T-E+(E-E_c)b^2,\qquad B=V+(E-E_c)b^2,$$

the projections are $Ax+By$ and $Bx+Ay$. The proof applies the previous identity to the four pairs of waves (`k11` to `k22`) and combines them with weights $x$ and $y$.

```lean
variable {H : W →ₗ[ℂ] W} {e₁ e₂ c : W} {T V Ec b : ℝ}

/-- The two secular expressions: `H - E` applied to `x φ₁ + y φ₂` and projected on each of the
orthogonalized waves `φ₁`, `φ₂`. -/
theorem secular_equations (h : TwoWaves H e₁ e₂ c T V Ec b) (E : ℝ) (x y : ℂ) :
    ⟪opw c e₁, H (x • opw c e₁ + y • opw c e₂)⟫_ℂ
        - E * ⟪opw c e₁, x • opw c e₁ + y • opw c e₂⟫_ℂ
      = (T - E + (E - Ec) * b ^ 2) * x + (V + (E - Ec) * b ^ 2) * y ∧
    ⟪opw c e₂, H (x • opw c e₁ + y • opw c e₂)⟫_ℂ
        - E * ⟪opw c e₂, x • opw c e₁ + y • opw c e₂⟫_ℂ
      = (V + (E - Ec) * b ^ 2) * x + (T - E + (E - Ec) * b ^ 2) * y := by
  have o1 : ⟪e₁, c⟫_ℂ = (b : ℂ) := by
    rw [← inner_conj_symm e₁ c, h.overlap₁, Complex.conj_ofReal]
  have o2 : ⟪e₂, c⟫_ℂ = (b : ℂ) := by
    rw [← inner_conj_symm e₂ c, h.overlap₂, Complex.conj_ofReal]
  have o21 : ⟪e₂, e₁⟫_ℂ = 0 := by
    rw [← inner_conj_symm e₂ e₁, h.orth, map_zero]
  have v21 : ⟪e₂, H e₁⟫_ℂ = (V : ℂ) := by
    rw [← h.hermitian e₂ e₁, ← inner_conj_symm (H e₂) e₁, h.coupling, Complex.conj_ofReal]
  have k := fun u v => opw_matrix_element h.hermitian h.core_unit h.core_energy u v E
  have k11 := k e₁ e₁
  have k12 := k e₁ e₂
  have k21 := k e₂ e₁
  have k22 := k e₂ e₂
  rw [h.energy₁, h.unit₁, o1, h.overlap₁] at k11
  rw [h.coupling, h.orth, o1, h.overlap₂] at k12
  rw [v21, o21, o2, h.overlap₁] at k21
  rw [h.energy₂, h.unit₂, o2, h.overlap₂] at k22
  simp only [map_add, map_smul, inner_add_right, inner_smul_right]
  constructor
  · linear_combination x * k11 + y * k12
  · linear_combination x * k21 + y * k22
```

## The antisymmetric and symmetric states

For $(x,y)=(1,-1)$ both equations reduce to $A-B=T-V-E=0$. For $(1,1)$ they reduce to

$$A+B=T+V-2b^2E_c-E(1-2b^2)=0 .$$

The energies are therefore

$$E_-=T-V,\qquad E_+=\frac{T+V-2b^2E_c}{1-2b^2}.$$

Neither vector vanishes, because $\langle e_1,\varphi_1+y\varphi_2\rangle=1-b^2-b^2y$ equals $1$ for $y=-1$ and $1-2b^2$ for $y=1$. The normalized states are $(\varphi_1-\varphi_2)/\sqrt2$ and $(\varphi_1+\varphi_2)/\sqrt{2(1-2b^2)}$.

The auxiliary statement `key` treats $(1,y)$ for both signs at once.

```lean
/-- The antisymmetric combination `φ₁ - φ₂` is a Ritz state of energy `T - V`, and the symmetric
one `φ₁ + φ₂` is a Ritz state of energy `(T + V - 2 b² Ec) / (1 - 2 b²)`. -/
theorem opw_states (h : TwoWaves H e₁ e₂ c T V Ec b) :
    IsRitzState H (opw c e₁) (opw c e₂) (opw c e₁ - opw c e₂) (T - V) ∧
    IsRitzState H (opw c e₁) (opw c e₂) (opw c e₁ + opw c e₂)
      ((T + V - 2 * b ^ 2 * Ec) / (1 - 2 * b ^ 2)) := by
  have hb : 1 - 2 * b ^ 2 ≠ 0 := by linarith [h.overlap_lt]
  -- a nonzero solution (1, y) of the secular equations is a Ritz state
  have key : ∀ (E : ℝ) (y : ℂ), 1 - (b : ℂ) ^ 2 - b ^ 2 * y ≠ 0 →
      (T - E + (E - Ec) * b ^ 2) + (V + (E - Ec) * b ^ 2) * y = 0 →
      (V + (E - Ec) * b ^ 2) + (T - E + (E - Ec) * b ^ 2) * y = 0 →
      IsRitzState H (opw c e₁) (opw c e₂) ((1 : ℂ) • opw c e₁ + y • opw c e₂) E := by
    intro E y hn h1 h2
    obtain ⟨q1, q2⟩ := secular_equations h E 1 y
    refine ⟨Submodule.mem_span_pair.2 ⟨1, y, rfl⟩, fun h0 => hn ?_, fun φ hφ => ?_⟩
    · have o1 : ⟪e₁, c⟫_ℂ = (b : ℂ) := by
        rw [← inner_conj_symm e₁ c, h.overlap₁, Complex.conj_ofReal]
      have h3 := congrArg (fun z => ⟪e₁, z⟫_ℂ) h0
      simp only [opw, inner_add_right, inner_smul_right, inner_sub_right, inner_zero_right,
        h.unit₁, h.orth, h.overlap₁, h.overlap₂, o1] at h3
      linear_combination h3
    · obtain ⟨p, q, rfl⟩ := Submodule.mem_span_pair.1 hφ
      simp only [inner_add_left, inner_smul_left]
      linear_combination starRingEnd ℂ p * (q1 + h1) + starRingEnd ℂ q * (q2 + h2)
  constructor
  · have hk := key (T - V) (-1) ?_ (by push_cast; ring) (by push_cast; ring)
    · rwa [one_smul, neg_smul, one_smul, ← sub_eq_add_neg] at hk
    · rw [show 1 - (b : ℂ) ^ 2 - b ^ 2 * (-1) = 1 by ring]
      exact one_ne_zero
  · obtain ⟨E, hE⟩ : ∃ E, E = (T + V - 2 * b ^ 2 * Ec) / (1 - 2 * b ^ 2) := ⟨_, rfl⟩
    rw [← hE]
    rw [eq_div_iff hb] at hE
    have hE' : (E : ℂ) * (1 - 2 * b ^ 2) = T + V - 2 * b ^ 2 * Ec := by exact_mod_cast hE
    have hk := key E 1 ?_ (by linear_combination -hE') (by linear_combination -hE')
    · rwa [one_smul, one_smul] at hk
    · rw [show 1 - (b : ℂ) ^ 2 - b ^ 2 * 1 = ((1 - 2 * b ^ 2 : ℝ) : ℂ) by push_cast; ring]
      exact Complex.ofReal_ne_zero.2 hb
```

## No further levels

Suppose $\psi=x\varphi_1+y\varphi_2$ is any Ritz state of energy $E$. The difference and the sum of the secular equations give

$$(T-V-E)(x-y)=0,\qquad \bigl(T+V-2b^2E_c-E(1-2b^2)\bigr)(x+y)=0 .$$

If $E$ is neither $E_-$ nor $E_+$, then $x=y$ and $x=-y$, so $\psi=0$, which is excluded. These two equations are `ho` and `he` in the proof, and the case splits on `mul_eq_zero` follow the same argument.

```lean
/-- The two-OPW levels are exactly `T - V` and `(T + V - 2 b² Ec) / (1 - 2 b²)`. -/
theorem opw_levels (h : TwoWaves H e₁ e₂ c T V Ec b) (E : ℝ) :
    (∃ ψ, IsRitzState H (opw c e₁) (opw c e₂) ψ E) ↔
      E = T - V ∨ E = (T + V - 2 * b ^ 2 * Ec) / (1 - 2 * b ^ 2) := by
  constructor
  · rintro ⟨ψ, hψ, hne, hG⟩
    obtain ⟨x, y, rfl⟩ := Submodule.mem_span_pair.1 hψ
    have hb : 1 - 2 * b ^ 2 ≠ 0 := by linarith [h.overlap_lt]
    obtain ⟨q1, q2⟩ := secular_equations h E x y
    rw [hG _ (Submodule.subset_span (by simp)), sub_self] at q1 q2
    -- the secular equations decouple by parity
    have ho : ((T - V - E : ℝ) : ℂ) * (x - y) = 0 := by
      push_cast
      linear_combination -q1 + q2
    have he : ((T + V - 2 * b ^ 2 * Ec - E * (1 - 2 * b ^ 2) : ℝ) : ℂ) * (x + y) = 0 := by
      push_cast
      linear_combination -q1 - q2
    rcases mul_eq_zero.1 ho with h1 | h1
    · left
      linarith [Complex.ofReal_eq_zero.1 h1]
    rcases mul_eq_zero.1 he with h2 | h2
    · right
      rw [eq_div_iff hb]
      linarith [Complex.ofReal_eq_zero.1 h2]
    have hx : x = 0 := by linear_combination (h1 + h2) / 2
    have hy : y = 0 := by linear_combination (h2 - h1) / 2
    exact absurd (by simp [hx, hy]) hne
  · rintro (rfl | rfl)
    · exact ⟨_, (opw_states h).1⟩
    · exact ⟨_, (opw_states h).2⟩
```

Bessel's inequality already gives $2b^2\le1$, so the strict inequality excludes only $2b^2=1$. There the result fails. On $\mathbb C^2$ with the standard basis, let $H$ have zero diagonal and off-diagonal elements $-1$, and let $c=(1,1)/\sqrt2$, so $E_c=-1$. Then $\varphi_1+\varphi_2=0$, and only the level $T-V=1$ remains.

## Which state lies higher

A Ritz state has one energy: testing with $\psi$ itself gives $E\langle\psi,\psi\rangle=E'\langle\psi,\psi\rangle$, and $\langle\psi,\psi\rangle\neq0$.

```lean
/-- A Ritz state has only one energy. -/
theorem ritz_energy_unique {u v ψ : W} {E E' : ℝ} (h : IsRitzState H u v ψ E)
    (h' : IsRitzState H u v ψ E') : E = E' := by
  have h1 := (h.2.2 ψ h.1).symm.trans (h'.2.2 ψ h.1)
  exact Complex.ofReal_injective (mul_right_cancel₀ (inner_self_ne_zero.2 h.2.1) h1)
```

The energies of $\varphi_1\mp\varphi_2$ are thus $E_\mp$. Multiplying by $1-2b^2>0$,

$$E_-<E_+\iff (T-V)(1-2b^2)<T+V-2b^2E_c\iff 0<V+b^2(T-V-E_c).$$

In `opw_order`, `E` and `E'` are the energies of the antisymmetric and symmetric states. The rewrite with `lt_div_iff₀` clears the denominator, and `nlinarith` does the remaining algebra.

```lean
/-- The symmetric Ritz state `φ₁ + φ₂` lies above the antisymmetric one `φ₁ - φ₂` exactly when
`V + b² (T - V - Ec) > 0`. -/
theorem opw_order (h : TwoWaves H e₁ e₂ c T V Ec b) {E E' : ℝ}
    (hE : IsRitzState H (opw c e₁) (opw c e₂) (opw c e₁ - opw c e₂) E)
    (hE' : IsRitzState H (opw c e₁) (opw c e₂) (opw c e₁ + opw c e₂) E') :
    E < E' ↔ 0 < V + b ^ 2 * (T - V - Ec) := by
  have hb : 0 < 1 - 2 * b ^ 2 := by linarith [h.overlap_lt]
  rw [ritz_energy_unique hE (opw_states h).1, ritz_energy_unique hE' (opw_states h).2,
    lt_div_iff₀ hb]
  constructor <;> intro h1 <;> nlinarith
```

The same argument treats an odd core state, with overlaps $b$ and $-b$. Replacing $e_2$ by $-e_2$ restores equal overlaps and changes $V$ to $-V$. The levels become $T+V$ and $(T-V-2b^2E_c)/(1-2b^2)$, and the second now belongs to $\varphi_1-\varphi_2$ in terms of the original waves.

## A three-level Hamiltonian with the order reversed

The Hamiltonian of the opening example is

$$H=\begin{pmatrix}-5&-3&-2\\-3&-5&-2\\-2&-2&-1\end{pmatrix},\qquad c=\tfrac13(2,2,1).$$

```lean
/-- A Hamiltonian on three complex amplitudes, given by a real symmetric matrix. -/
def sampleH : EuclideanSpace ℂ (Fin 3) →ₗ[ℂ] EuclideanSpace ℂ (Fin 3) where
  toFun x := !₂[-5 * x 0 - 3 * x 1 - 2 * x 2, -3 * x 0 - 5 * x 1 - 2 * x 2,
    -2 * x 0 - 2 * x 1 - x 2]
  map_add' x y := by
    ext i
    fin_cases i <;> simp <;> ring
  map_smul' a x := by
    ext i
    fin_cases i <;> simp <;> ring
```

With the first two basis vectors as waves, $T=-5$, $V=-3$, $E_c=-9$ and $b=2/3$. The formulas give $E_-=-2$ and $E_+=0$, and the criterion gives $-3+\tfrac49\cdot7=\tfrac19>0$ although $V<0$. The theorem below confirms that this example meets every condition of `TwoWaves`, by writing the inner product as an explicit sum (`hi`) and evaluating each condition.

```lean
/-- The sample Hamiltonian, the first two basis vectors and the core state `(2/3, 2/3, 1/3)` meet
all the hypotheses, with `T = -5`, `V = -3`, `Ec = -9` and `b = 2/3`. -/
theorem twoWaves_witness :
    TwoWaves sampleH !₂[1, 0, 0] !₂[0, 1, 0] !₂[2 / 3, 2 / 3, 1 / 3] (-5) (-3) (-9) (2 / 3) := by
  -- the inner product as an explicit sum
  have hi : ∀ x y : EuclideanSpace ℂ (Fin 3), ⟪x, y⟫_ℂ = y 0 * starRingEnd ℂ (x 0)
      + y 1 * starRingEnd ℂ (x 1) + y 2 * starRingEnd ℂ (x 2) := by
    intro x y
    rw [PiLp.inner_apply, Fin.sum_univ_three]
    rfl
  have c2 : starRingEnd ℂ 2 = 2 := Complex.ext (by simp) (by simp)
  have c3 : starRingEnd ℂ 3 = 3 := Complex.ext (by simp) (by simp)
  have c5 : starRingEnd ℂ 5 = 5 := Complex.ext (by simp) (by simp)
  constructor
  case hermitian =>
    intro x y
    rw [hi, hi]
    simp [sampleH, c2, c3, c5]
    ring
  case core_energy =>
    ext i
    fin_cases i <;> simp [sampleH] <;> norm_num
  case overlap_lt => norm_num
  all_goals
    rw [hi]
    simp [sampleH, c2, c3] <;> norm_num

end

end OrthogonalizedPlaneWaves
```

```lean
#print axioms OrthogonalizedPlaneWaves.opw_levels
#print axioms OrthogonalizedPlaneWaves.opw_order
```

```
'OrthogonalizedPlaneWaves.opw_levels' depends on axioms: [propext, Classical.choice, Quot.sound]
'OrthogonalizedPlaneWaves.opw_order' depends on axioms: [propext, Classical.choice, Quot.sound]
```
